# Undamped Newton iteration for $2 n_i \sinh u = D$ with $n_i > 0$ converges monotonically from $u_0 = D/(2 n_i)$

A full Newton step on the charge-neutrality equation $2 n_i \sinh u = D$ of a nondegenerate semiconductor with fully ionised dopants (intrinsic density $n_i$, net doping $D$, reduced potential $u$) can land much farther from the root than it started: for $D/(2n_i) = 10^6$ the step from $u = 0$ goes to $u = 10^6$ while the root is near $14.5$, and without an argument nothing says whether further full steps recover or have to be damped. For $n_i > 0$ and $D \ge 0$, in exact real arithmetic, they recover: from $u_0 = D/(2n_i)$ the iterates never rise, never fall below the root and converge to it, though they descend by at most one unit of $u$ per step.

In Lean 4 with Mathlib:

```lean
import Mathlib

open Filter Topology

namespace NewtonNeutrality

noncomputable section

/-- Neutrality residual `2 ni sinh u - D` at reduced potential `u`, intrinsic density `ni`
and net doping `D`. -/
def chargeResidual (ni D u : ℝ) : ℝ := 2 * ni * Real.sinh u - D

/-- The reduced potential `arsinh (D / (2 ni))`. -/
def neutralPotential (ni D : ℝ) : ℝ := Real.arsinh (D / (2 * ni))

/-- One full (undamped) Newton update: the residual divided by `2 ni cosh u` is subtracted
from `u`. -/
def newtonStep (ni D u : ℝ) : ℝ := u - chargeResidual ni D u / (2 * ni * Real.cosh u)

/-- The sequence of undamped Newton iterates started at `u₀`. -/
def newtonIter (ni D u₀ : ℝ) : ℕ → ℝ
  | 0 => u₀
  | k + 1 => newtonStep ni D (newtonIter ni D u₀ k)

/-- The derivative of the neutrality residual with respect to the potential is
`2 ni cosh u`. -/
theorem chargeResidual_hasDerivAt (ni D u : ℝ) :
    HasDerivAt (chargeResidual ni D) (2 * ni * Real.cosh u) u :=
  ((Real.hasDerivAt_sinh u).const_mul (2 * ni)).sub_const D

/-- For `ni > 0` the residual vanishes exactly at `arsinh (D / (2 ni))`. -/
theorem chargeResidual_eq_zero_iff {ni : ℝ} (hni : 0 < ni) (D u : ℝ) :
    chargeResidual ni D u = 0 ↔ u = neutralPotential ni D := by
  have h2 : 2 * ni ≠ 0 := by positivity
  unfold chargeResidual neutralPotential
  constructor
  · intro h
    apply Real.sinh_injective
    rw [Real.sinh_arsinh, eq_div_iff h2]
    linarith
  · intro h
    have hD : 2 * ni * (D / (2 * ni)) = D := by field_simp
    rw [h, Real.sinh_arsinh]
    linarith

/-- For `ni > 0` the Newton update equals `u - (sinh u - sinh r) / cosh u` with `r` the neutral
potential. -/
theorem newtonStep_eq {ni : ℝ} (hni : 0 < ni) (D u : ℝ) :
    newtonStep ni D u
      = u - (Real.sinh u - Real.sinh (neutralPotential ni D)) / Real.cosh u := by
  have h2 : 2 * ni ≠ 0 := by positivity
  have h0 := (chargeResidual_eq_zero_iff hni D _).2 rfl
  unfold chargeResidual at h0
  have h1 : 2 * ni * Real.sinh u - D
      = 2 * ni * (Real.sinh u - Real.sinh (neutralPotential ni D)) := by
    linear_combination h0
  unfold newtonStep chargeResidual
  rw [h1, mul_div_mul_left _ _ h2]

/-- For `ni > 0` and `D ≥ 0` a Newton update from any `u ≥ 0` lands at or above the neutral
potential. -/
theorem root_le_newtonStep {ni D u : ℝ} (hni : 0 < ni) (hD : 0 ≤ D) (hu : 0 ≤ u) :
    neutralPotential ni D ≤ newtonStep ni D u := by
  have hr : 0 ≤ neutralPotential ni D := Real.arsinh_nonneg_iff.2 (by positivity)
  rw [newtonStep_eq hni]
  generalize neutralPotential ni D = r at hr ⊢
  -- tangent-line inequality for sinh on the half line, from the mean value theorem
  have key : Real.sinh u - Real.sinh r ≤ (u - r) * Real.cosh u := by
    rcases lt_trichotomy r u with hlt | heq | hlt
    · obtain ⟨c, hc, h⟩ := exists_hasDerivAt_eq_slope Real.sinh Real.cosh hlt
        Real.continuous_sinh.continuousOn (fun x _ => Real.hasDerivAt_sinh x)
      rw [eq_div_iff (sub_pos.2 hlt).ne'] at h
      have hc0 : 0 ≤ c := hr.trans hc.1.le
      have hcc : Real.cosh c ≤ Real.cosh u := Real.cosh_le_cosh.2 (by
        rw [abs_of_nonneg hc0, abs_of_nonneg hu]; exact hc.2.le)
      nlinarith [mul_le_mul_of_nonneg_left hcc (sub_pos.2 hlt).le]
    · rw [heq]; simp
    · obtain ⟨c, hc, h⟩ := exists_hasDerivAt_eq_slope Real.sinh Real.cosh hlt
        Real.continuous_sinh.continuousOn (fun x _ => Real.hasDerivAt_sinh x)
      rw [eq_div_iff (sub_pos.2 hlt).ne'] at h
      have hc0 : 0 ≤ c := hu.trans hc.1.le
      have hcc : Real.cosh u ≤ Real.cosh c := Real.cosh_le_cosh.2 (by
        rw [abs_of_nonneg hc0, abs_of_nonneg hu]; exact hc.1.le)
      nlinarith [mul_le_mul_of_nonneg_left hcc (sub_pos.2 hlt).le]
  have := (div_le_iff₀ (Real.cosh_pos u)).2 key
  linarith

/-- For `ni > 0`, at or above the neutral potential a Newton update does not raise the potential. -/
theorem newtonStep_le {ni D u : ℝ} (hni : 0 < ni) (hu : neutralPotential ni D ≤ u) :
    newtonStep ni D u ≤ u := by
  rw [newtonStep_eq hni]
  have := div_nonneg (sub_nonneg.2 (Real.sinh_le_sinh.2 hu)) (Real.cosh_pos u).le
  linarith

/-- For `ni > 0`, `D ≥ 0` and any start at or above the neutral potential, the Newton iterates are
nonincreasing, stay at or above the neutral potential and converge to it. -/
theorem newton_from_above {ni D u₀ : ℝ} (hni : 0 < ni) (hD : 0 ≤ D)
    (h₀ : neutralPotential ni D ≤ u₀) :
    Antitone (newtonIter ni D u₀) ∧ (∀ k, neutralPotential ni D ≤ newtonIter ni D u₀ k) ∧
      Tendsto (newtonIter ni D u₀) atTop (𝓝 (neutralPotential ni D)) := by
  have hr : 0 ≤ neutralPotential ni D := Real.arsinh_nonneg_iff.2 (by positivity)
  have hge : ∀ k, neutralPotential ni D ≤ newtonIter ni D u₀ k := by
    intro k
    induction k with
    | zero => exact h₀
    | succ k ih => exact root_le_newtonStep hni hD (hr.trans ih)
  have hanti : Antitone (newtonIter ni D u₀) :=
    antitone_nat_of_succ_le fun k => newtonStep_le hni (hge k)
  refine ⟨hanti, hge, ?_⟩
  -- a bounded monotone sequence has a limit
  obtain ⟨L, hL⟩ : ∃ L, Tendsto (newtonIter ni D u₀) atTop (𝓝 L) :=
    ⟨_, tendsto_atTop_ciInf hanti ⟨neutralPotential ni D, by
      rintro _ ⟨k, rfl⟩; exact hge k⟩⟩
  have hne : ∀ x, 2 * ni * Real.cosh x ≠ 0 := fun x =>
    (mul_pos (mul_pos two_pos hni) (Real.cosh_pos x)).ne'
  have c1 : Continuous fun u => 2 * ni * Real.sinh u - D := by fun_prop
  have c2 : Continuous fun u => 2 * ni * Real.cosh u := by fun_prop
  have hcont : Continuous (newtonStep ni D) := continuous_id.sub (c1.div c2 hne)
  -- the limit is a fixed point of the update, hence a zero of the residual
  have h1 : Tendsto (fun k => newtonIter ni D u₀ (k + 1)) atTop (𝓝 L) :=
    hL.comp (tendsto_add_atTop_nat 1)
  have h2 : Tendsto (fun k => newtonIter ni D u₀ (k + 1)) atTop (𝓝 (newtonStep ni D L)) :=
    (hcont.tendsto L).comp hL
  have hfix : newtonStep ni D L = L := tendsto_nhds_unique h2 h1
  unfold newtonStep at hfix
  have hz : chargeResidual ni D L / (2 * ni * Real.cosh L) = 0 := by linarith
  have hLr := (chargeResidual_eq_zero_iff hni D L).1
    ((div_eq_zero_iff.1 hz).resolve_right (hne L))
  rw [hLr] at hL
  exact hL

/-- For `ni > 0` and `D ≥ 0` the undamped Newton iterates started at `D / (2 ni)` are
nonincreasing, stay at or above `arsinh (D / (2 ni))` and converge to it. -/
theorem newton_neutrality {ni D : ℝ} (hni : 0 < ni) (hD : 0 ≤ D) :
    Antitone (newtonIter ni D (D / (2 * ni))) ∧
      (∀ k, neutralPotential ni D ≤ newtonIter ni D (D / (2 * ni)) k) ∧
      Tendsto (newtonIter ni D (D / (2 * ni))) atTop (𝓝 (neutralPotential ni D)) := by
  refine newton_from_above hni hD (Real.sinh_le_sinh.1 ?_)
  rw [neutralPotential, Real.sinh_arsinh]
  exact Real.self_le_sinh_iff.2 (by positivity)

/-- For `ni > 0`, at or above the neutral potential `r`, the update satisfies `newtonStep u - r ≤ (u
- r)² / 2`. -/
theorem newtonStep_quadratic {ni D u : ℝ} (hni : 0 < ni) (hu : neutralPotential ni D ≤ u) :
    newtonStep ni D u - neutralPotential ni D ≤ (u - neutralPotential ni D) ^ 2 / 2 := by
  rw [newtonStep_eq hni]
  generalize neutralPotential ni D = r at hu ⊢
  obtain ⟨e, rfl⟩ : ∃ e, r = u - e := ⟨u - r, by ring⟩
  have he : 0 ≤ e := by linarith
  have hexp : Real.exp (-e) ≤ 1 - e + e ^ 2 / 2 := by
    have h1 := Real.quadratic_le_exp_of_nonneg he
    have hq : 0 ≤ 1 - e + e ^ 2 / 2 := by nlinarith [sq_nonneg (e - 1)]
    rw [Real.exp_neg, inv_eq_one_div, div_le_iff₀ (Real.exp_pos e)]
    nlinarith [mul_le_mul_of_nonneg_left h1 hq, sq_nonneg (e ^ 2)]
  rw [← Real.cosh_sub_sinh] at hexp
  have hu1 : 0 ≤ Real.cosh u - Real.sinh u := by
    rw [Real.cosh_sub_sinh]; exact (Real.exp_pos _).le
  have key : e - e ^ 2 / 2 ≤ (Real.sinh u - Real.sinh (u - e)) / Real.cosh u := by
    rw [le_div_iff₀ (Real.cosh_pos u), Real.sinh_sub]
    nlinarith [mul_nonneg hu1 (sub_nonneg.2 (Real.one_le_cosh e)),
      mul_nonneg (Real.cosh_pos u).le (sub_nonneg.2 hexp)]
  nlinarith [key]

/-- For `ni > 0` and `D ≥ 0` the iterate after `k` updates lies at most `k` below the starting
value. -/
theorem newtonIter_slow_descent {ni D : ℝ} (hni : 0 < ni) (hD : 0 ≤ D) (u₀ : ℝ) (k : ℕ) :
    u₀ - k ≤ newtonIter ni D u₀ k := by
  have hstep : ∀ u, u - 1 ≤ newtonStep ni D u := by
    intro u
    have hu1 : 0 ≤ Real.cosh u - Real.sinh u := by
      rw [Real.cosh_sub_sinh]; exact (Real.exp_pos _).le
    have : chargeResidual ni D u / (2 * ni * Real.cosh u) ≤ 1 := by
      rw [div_le_one (mul_pos (mul_pos two_pos hni) (Real.cosh_pos u)), chargeResidual]
      nlinarith [mul_nonneg hni.le hu1]
    unfold newtonStep
    linarith
  induction k with
  | zero => simp [newtonIter]
  | succ k ih =>
    have := hstep (newtonIter ni D u₀ k)
    rw [newtonIter]
    push_cast
    linarith

/-- For `ni > 0` and `D ≤ 0` the Newton iterates started at `D / (2 ni)` are nondecreasing,
stay at or below `arsinh (D / (2 ni))` and converge to it. -/
theorem newton_neutrality_negative {ni D : ℝ} (hni : 0 < ni) (hD : D ≤ 0) :
    Monotone (newtonIter ni D (D / (2 * ni))) ∧
      (∀ k, newtonIter ni D (D / (2 * ni)) k ≤ neutralPotential ni D) ∧
      Tendsto (newtonIter ni D (D / (2 * ni))) atTop (𝓝 (neutralPotential ni D)) := by
  obtain ⟨h1, h2, h3⟩ := newton_neutrality hni (neg_nonneg.2 hD)
  -- symmetry under (u, D) ↦ (-u, -D)
  have hodd : ∀ u, newtonStep ni D (-u) = -newtonStep ni (-D) u := by
    intro u
    unfold newtonStep chargeResidual
    rw [Real.sinh_neg, Real.cosh_neg]
    ring
  have hr : neutralPotential ni D = -neutralPotential ni (-D) := by
    unfold neutralPotential
    rw [neg_div, Real.arsinh_neg, neg_neg]
  have hit : ∀ k, newtonIter ni D (D / (2 * ni)) k
      = -newtonIter ni (-D) (-D / (2 * ni)) k := by
    intro k
    induction k with
    | zero =>
      show D / (2 * ni) = -(-D / (2 * ni))
      ring
    | succ k ih => rw [newtonIter, newtonIter, ih, hodd]
  rw [hr]
  refine ⟨fun a b hab => ?_, fun k => ?_, h3.neg.congr fun k => (hit k).symm⟩
  · rw [hit a, hit b]
    exact neg_le_neg (h1 hab)
  · rw [hit k]
    exact neg_le_neg (h2 k)

end

end NewtonNeutrality
```

```lean
#print axioms NewtonNeutrality.newton_neutrality
#print axioms NewtonNeutrality.newtonStep_quadratic
#print axioms NewtonNeutrality.newtonIter_slow_descent
#print axioms NewtonNeutrality.newton_neutrality_negative
```

```
'NewtonNeutrality.newton_neutrality' depends on axioms: [propext, Classical.choice, Quot.sound]
'NewtonNeutrality.newtonStep_quadratic' depends on axioms: [propext, Classical.choice, Quot.sound]
'NewtonNeutrality.newtonIter_slow_descent' depends on axioms: [propext, Classical.choice, Quot.sound]
'NewtonNeutrality.newton_neutrality_negative' depends on axioms: [propext, Classical.choice, Quot.sound]
```

## The neutrality equation and its symbols

In a homogeneous semiconductor with Boltzmann statistics the electron and hole densities are $n = n_i \exp(u)$ and $p = n_i \exp(-u)$, where $u$ is the Fermi level measured from the intrinsic level in units of the thermal energy $k_B T$. The constant $n_i$ is the density of either carrier in the undoped material at the given temperature. The band gap and the band-edge densities of states enter this equation only through $n_i$, which is taken here as a given positive number. With fully ionised dopants, $D$ is the donor density minus the acceptor density, so $D \ge 0$ describes n-type, undoped or exactly compensated material. Neutrality requires $n - p = D$, and $n - p = 2 n_i \sinh u$. The residual is
$$F(u) = 2 n_i \sinh u - D, \qquad F'(u) = 2 n_i \cosh u .$$
Since $\sinh$ is a bijection of the real line, $F$ has the single zero $r = \operatorname{arsinh} x$ with $x = D/(2n_i)$. Solving $F(u) = 0$ places the Fermi level for non-interacting, nondegenerate carriers with a doping that does not depend on $u$.

In the file, `chargeResidual ni D u` is $F(u)$, which is the net charge density divided by minus the elementary charge. `neutralPotential ni D` is $r$, `newtonStep ni D u` is the map $N(u) = u - F(u)/(2 n_i \cosh u)$, and `newtonIter ni D u₀ k` is the iterate $u_k$, with $u_{k+1} = N(u_k)$ and the start at index $0$. The denominator is written into `newtonStep` explicitly, and `chargeResidual_hasDerivAt` confirms that it equals $F'(u)$. Only the ratio $x$ matters, so the unit of density is free.

## What the theorems state

Under `hni : 0 < ni` and `hD : 0 ≤ D`, `newton_neutrality` makes three claims about the sequence started at `D / (2 * ni)`. `Antitone` means $u_l \le u_k$ whenever $k \le l$; this is not strict, and for $D = 0$ the sequence is constantly $0 = r$. The second claim is $r \le u_k$ for every $k$. The third, `Tendsto … atTop (𝓝 …)`, is $u_k \to r$ as $k \to \infty$. That no damping is needed means exactly this: the full step, with no reduction factor, converges. `newton_from_above` gives the same three claims for any start $u_0 \ge r$.

Three further theorems describe the speed and the other sign of doping. `newtonStep_quadratic` gives $N(u) - r \le (u-r)^2/2$ for $u \ge r$, with no condition on the sign of $D$. It is an upper bound only, and for $D \ge 0$ it combines with $N(u) \ge r$ to bound the new error on both sides. It improves on $N(u) \le u$ only when $u - r < 2$. `newtonIter_slow_descent` gives $u_k \ge u_0 - k$ for $D \ge 0$ and any real start. `newton_neutrality_negative` is the mirror image for $D \le 0$, which covers p-type material: the iterates are nondecreasing, stay at or below $r$ and tend to $r$.

The statements concern one scalar equation over the reals. Boltzmann statistics and complete ionisation are assumed in the form of $F$ and are not derived. Fermi–Dirac statistics, incomplete ionisation, the spatial coupling of Poisson's equation and floating-point rounding are not covered.

## Why the iterates descend onto the root

Because $D = 2 n_i \sinh r$, the factor $2n_i$ cancels:
$$N(u) = u - \frac{\sinh u - \sinh r}{\cosh u}.$$
This is `newtonStep_eq`, which takes $F(r) = 0$ from `chargeResidual_eq_zero_iff`; that lemma in turn uses injectivity of $\sinh$ and $\sinh(\operatorname{arsinh} x) = x$.

Let $D \ge 0$, so $r \ge 0$, and let $u \ge 0$. The central inequality is
$$\sinh u - \sinh r \le (u - r)\cosh u ,$$
which says that the tangent to $\sinh$ at $u$ lies below the curve at $r$. If $r < u$, the mean value theorem gives $c$ between them with $\sinh u - \sinh r = (u - r)\cosh c$, and $\cosh c \le \cosh u$ because $0 \le c \le u$. If $u < r$, it gives $\sinh r - \sinh u = (r-u)\cosh c$ with $\cosh c \ge \cosh u$, and a change of sign yields the same inequality. For $u = r$ both sides vanish. Division by $\cosh u > 0$ gives $u - N(u) \le u - r$, that is $N(u) \ge r$. In `root_le_newtonStep` the inequality is `key`, the three cases come from `lt_trichotomy`, the point $c$ from `exists_hasDerivAt_eq_slope`, and the comparison of the hyperbolic cosines from `Real.cosh_le_cosh`, which compares absolute values; the proof removes these by means of $c \ge 0$ and $u \ge 0$. The sign of $D$ enters here, since $\sinh$ is convex only on the nonnegative half line.

If $u \ge r$, then $\sinh u \ge \sinh r$, the subtracted quotient is nonnegative, and $N(u) \le u$; this is `newtonStep_le`. Starting from $u_0 \ge r \ge 0$, induction gives $u_k \ge r$ for all $k$ (`hge`), and then $u_{k+1} \le u_k$ (`hanti`). A nonincreasing sequence bounded below converges to its infimum $L$, by `tendsto_atTop_ciInf`. The map $N$ is continuous because its denominator never vanishes (`hcont`). The shifted sequence $u_{k+1}$ therefore tends both to $L$ and to $N(L)$, so $N(L) = L$ (`hfix`), hence $F(L) = 0$ and $L = r$. That completes `newton_from_above`. The start $u_0 = x$ qualifies because $x \le \sinh x$ for $x \ge 0$ reads $\sinh r \le \sinh u_0$, which is equivalent to $r \le u_0$; `newton_neutrality` consists of this one check.

For $D \le 0$, oddness of $\sinh$ and evenness of $\cosh$ show that the step at $-u$ with doping $D$ is minus the step at $u$ with doping $-D$ (`hodd`). The root and the start change sign in the same way, so by induction every iterate is minus the iterate of the problem with doping $-D \ge 0$ (`hit`), and the three claims are reflected.

## Quadratic near the root, at most one unit per step far from it

Put $e = u - r \ge 0$. The subtraction formula for $\sinh$ gives
$$\sinh u - \sinh(u - e) = \cosh u \sinh e - \sinh u\,(\cosh e - 1).$$
Since $\sinh u \le \cosh u$ and $\cosh e \ge 1$, the right side is at least $\cosh u\,(1 - \cosh e + \sinh e) = \cosh u\,(1 - \exp(-e))$. Next, $\exp(e) \ge 1 + e + e^2/2$ and $(1 - e + e^2/2)(1 + e + e^2/2) = 1 + e^4/4 \ge 1$, where the first factor is positive, so $\exp(-e) \le 1 - e + e^2/2$. The Newton correction is thus at least $e - e^2/2$, and $N(u) - r \le e^2/2$. In `newtonStep_quadratic` the exponential bound is `hexp`, and the two products handed to `nlinarith` inside `key` are the two estimates just used.

In the other direction, $D \ge 0$ gives $F(u) \le 2 n_i \sinh u \le 2 n_i \cosh u$, so the correction $F/F'$ is at most $1$ and $N(u) \ge u - 1$ (`hstep`). Induction on $k$ gives $u_k \ge u_0 - k$: each step lowers the Fermi level by at most $k_B T$.

## Two steps at $D = 2 n_i$

Here $x = 1$ and $r = \ln(1 + \sqrt 2) \approx 0.881374$, where $n = (\sqrt2 + 1)\,n_i$ and $p = (\sqrt2 - 1)\,n_i$ differ by $2n_i$. From $u_0 = 1$, with $\sinh 1 \approx 1.175201$ and $\cosh 1 \approx 1.543081$, the correction is $0.175201/1.543081 \approx 0.113540$, so $u_1 \approx 0.886460$. The error falls from $0.118626$ to $0.005087$, under the bound $0.118626^2/2 \approx 0.007036$. At $u_1$, $\sinh u_1 - 1 \approx 0.0072064$ and $\cosh u_1 \approx 1.419318$, the correction is $0.0050774$, and $u_2 \approx 0.881383$. The error is about $9 \times 10^{-6}$, under the bound $1.3 \times 10^{-5}$, and still positive.

## The step inside a solver

In a program the update is the line `u -= (2*ni*sinh(u) - D) / (2*ni*cosh(u))`, repeated until the correction is below a tolerance. For constant $D$ the root is available directly as $\operatorname{arsinh} x$, and in equilibrium device simulation with Boltzmann statistics that local neutral potential can serve as the initial guess for the nonlinear Poisson equation, whose charge term at each grid point has the form of $F$. The scalar iteration is the uncoupled case of that Newton solve. The start $u_0 = x$ is the root of the equation linearised at $u = 0$, and equals $N(0)$.

For large $x$ this start converges in exact arithmetic but is slow. For $x = 10^6$, `newtonIter_slow_descent` implies that reaching $u_k \le 15$ takes at least $999\,985$ steps, and in double precision $\sinh(10^6)$ overflows at the first evaluation. A start such as $u_0 = \ln(1 + 2x)$ avoids both problems and still lies at or above the root, since $\sinh u_0 = \tfrac12\left[1 + 2x - (1+2x)^{-1}\right] \ge x$ for $x \ge 0$; that inequality is not among the theorems, but once it is granted `newton_from_above` applies to this start unchanged.
